# Distinct real eigenvalues of a response matrix stay real under small perturbations of the same block form

Let \(H_0\) and \(V\) be \(2n\times 2n\) matrices of the form

\[
\begin{pmatrix} A & B\\ -\bar B & -\bar A\end{pmatrix},\qquad A^\dagger=A,\quad B^T=B,
\]

each with its own complex blocks \(A\) and \(B\); the bar denotes entrywise conjugation. If \(H_0\) has \(2n\) distinct real eigenvalues, there is an \(\varepsilon>0\) such that for every real \(e\) with \(|e|<\varepsilon\), the matrix \(H_e=H_0+eV\) also has \(2n\) distinct real eigenvalues, and no others.

## Real excitation energies without the Tamm–Dancoff approximation

The full RPA, linear-response TDDFT and Bethe–Salpeter problems lead to this block form when the orbital energies are real, the kernel is frequency-independent and the orbital basis is finite and orthonormal. Unless \(B=0\), which is the Tamm–Dancoff approximation, the matrix is not Hermitian, and its shape alone does not rule out complex eigenvalues. A code that stores excitation energies as real numbers relies on their staying real when, for example, the coupling strength is changed slightly. For a non-degenerate real spectrum and a sufficiently small change that keeps the block form, they do. Positive definiteness is not assumed.

## Sign changes that trap the eigenvalues

Let \(\eta=\mathrm{diag}(1,-1)\), with blocks of size \(n\). For any \(H\) of the stated form,

\[
\eta H=\begin{pmatrix}A&B\\ \bar B&\bar A\end{pmatrix},\qquad
H^\dagger\eta=\begin{pmatrix}A&-B\\ \bar B&-\bar A\end{pmatrix}\eta
=\begin{pmatrix}A&B\\ \bar B&\bar A\end{pmatrix},
\]

so \(\eta H=H^\dagger\eta\). Because \(e\) is real, \(H_e\) satisfies the same relation.

Let \(p_e(z)=\det(z-H_e)\). For real \(x\), \(\eta(x-H_e)=(x-H_e)^\dagger\eta\). Taking determinants gives \(\det\eta\;p_e(x)=\overline{p_e(x)}\,\det\eta\), and since \(\det\eta\neq0\), \(p_e(x)\) is real.

Let \(\omega_i\) be the \(2n\) distinct eigenvalues of \(H_0\). They are roots of a monic polynomial of degree \(2n\), hence \(p_0(x)=\prod_j(x-\omega_j)\). Choose \(d>0\) with \(2d<|\omega_i-\omega_j|\) whenever \(i\ne j\). Then

\[
p_0(\omega_i-d)\,p_0(\omega_i+d)=\prod_j\left[(\omega_i-\omega_j)^2-d^2\right].
\]

The factor with \(j=i\) is \(-d^2<0\), and every other factor exceeds \(4d^2-d^2=3d^2>0\). The product is therefore negative, so \(p_0\) changes sign across each level.

For fixed \(x\), \(p_e(x)\) is continuous in \(e\). There are finitely many levels, so one \(\varepsilon>0\) keeps all these products negative for \(|e|<\varepsilon\). By the intermediate value theorem, \(p_e\) has a real root in each interval \([\omega_i-d,\omega_i+d]\). The intervals are disjoint, so the \(2n\) roots are distinct, and a polynomial of degree \(2n\) has no room for more.

## One orbital pair with energies ±4

Take \(n=1\), \(A=5\), \(B=3\), and let \(V\) have blocks \(0\) and \(1\). Then

\[
H_e=\begin{pmatrix}5&3+e\\-(3+e)&-5\end{pmatrix},\qquad p_e(x)=x^2-25+(3+e)^2 .
\]

At \(e=0\) the eigenvalues are \(\pm4\), with eigenvectors \(v=(3,-1)/\sqrt8\) and \(v=(1,-3)/\sqrt8\), normalised to \(v^\dagger\eta v=1\) and \(-1\).

With \(d=1\), the endpoint values around \(4\) are \(p_e(3)=(3+e)^2-16\) and \(p_e(5)=(3+e)^2\). They have opposite signs for all \(|e|<1\), and by evenness the same holds around \(-4\). At \(e=0.5\) the eigenvalues are \(\pm\sqrt{12.75}\approx\pm3.571\), inside the intervals.

Here the exact limit is also visible: the eigenvalues \(\pm\sqrt{25-(3+e)^2}\) are real and distinct for \(-8<e<2\). They meet at zero when \(e=2\), and at \(e=3\) they are \(\pm i\sqrt{11}\).

## The Lean file

```lean
import Mathlib

open Matrix Filter Topology

namespace RobustRealSpectrum

noncomputable section

variable {ι n : Type*} [Fintype ι] [DecidableEq ι] [Fintype n] [DecidableEq n]

/-- The response matrix `[[A, B], [-conj B, -conj A]]` with resonant block `A` and
coupling block `B`. -/
def bse (A B : Matrix n n ℂ) : Matrix (n ⊕ n) (n ⊕ n) ℂ :=
  fromBlocks A B (-(B.map star)) (-(A.map star))

/-- The indefinite metric `diag(1, -1)` on excitations and de-excitations. -/
def metric (n : Type*) [DecidableEq n] : Matrix (n ⊕ n) (n ⊕ n) ℂ :=
  fromBlocks 1 0 0 (-1)

/-- The number `z` is an eigenvalue of `M`: some nonzero vector `x` has `M x = z x`. -/
def IsEigenvalue (M : Matrix ι ι ℂ) (z : ℂ) : Prop :=
  ∃ x : ι → ℂ, x ≠ 0 ∧ M *ᵥ x = z • x

/-- `M` has as many distinct real eigenvalues as its dimension. -/
def SimpleRealSpectrum (M : Matrix ι ι ℂ) : Prop :=
  ∃ ω : ι → ℝ, Function.Injective ω ∧ ∀ i, IsEigenvalue M (ω i)

/-- The secular determinant `det (z - M)`. -/
def secular (M : Matrix ι ι ℂ) (z : ℂ) : ℂ := (z • (1 : Matrix ι ι ℂ) - M).det

/-- The eigenvalues are the zeros of the secular determinant. -/
theorem isEigenvalue_iff (M : Matrix ι ι ℂ) (z : ℂ) :
    IsEigenvalue M z ↔ secular M z = 0 := by
  unfold IsEigenvalue secular
  rw [← Matrix.exists_mulVec_eq_zero_iff]
  refine exists_congr fun x => and_congr_right fun _ => ?_
  rw [Matrix.sub_mulVec, Matrix.smul_mulVec, Matrix.one_mulVec, sub_eq_zero]
  exact eq_comm

/-- If `M` has a full set of distinct real eigenvalues `ω i`, its secular determinant is
the product of the factors `z - ω i`. -/
theorem secular_eq_prod {M : Matrix ι ι ℂ} {ω : ι → ℝ} (hω : Function.Injective ω)
    (h : ∀ i, IsEigenvalue M (ω i)) (z : ℂ) : secular M z = ∏ i, (z - (ω i : ℂ)) := by
  have hev : ∀ w, M.charpoly.eval w = secular M w := fun w => by
    rw [Matrix.eval_charpoly, Matrix.scalar_apply, ← Matrix.smul_one_eq_diagonal, secular]
  have hmon : (∏ i, (Polynomial.X - Polynomial.C (ω i : ℂ))).Monic :=
    Polynomial.monic_prod_of_monic _ _ fun i _ => Polynomial.monic_X_sub_C _
  -- the distinct linear factors are coprime, so their product divides the polynomial
  have hdvd : (∏ i, (Polynomial.X - Polynomial.C (ω i : ℂ))) ∣ M.charpoly := by
    refine Finset.prod_dvd_of_coprime (fun i _ j _ hij => ?_) (fun i _ => ?_)
    · refine Polynomial.isCoprime_X_sub_C_of_isUnit_sub (IsUnit.mk0 _ (sub_ne_zero.2 ?_))
      exact fun h' => hij (hω (Complex.ofReal_injective h'))
    · rw [Polynomial.dvd_iff_isRoot, Polynomial.IsRoot.def, hev]
      exact (isEigenvalue_iff M _).1 (h i)
  have hdeg : M.charpoly.natDegree ≤
      (∏ i, (Polynomial.X - Polynomial.C (ω i : ℂ))).natDegree := by
    rw [Matrix.charpoly_natDegree_eq_dim,
      Polynomial.natDegree_prod_of_monic _ _ fun i _ => Polynomial.monic_X_sub_C _]
    simp
  rw [← hev, Polynomial.eq_of_monic_of_dvd_of_natDegree_le hmon M.charpoly_monic hdvd hdeg,
    Polynomial.eval_prod]
  simp

/-- If `M` is Hermitian with respect to an invertible metric `η`, its secular determinant
is real on the real axis. -/
theorem secular_real {η M : Matrix ι ι ℂ} (hη : η.det ≠ 0) (h : η * M = Mᴴ * η) (x : ℝ) :
    (secular M x).im = 0 := by
  have key : η * ((x : ℂ) • (1 : Matrix ι ι ℂ) - M)
      = ((x : ℂ) • (1 : Matrix ι ι ℂ) - M)ᴴ * η := by
    rw [conjTranspose_sub, conjTranspose_smul, conjTranspose_one, Complex.star_def,
      Complex.conj_ofReal, mul_sub, sub_mul, h]
    simp
  have hd := congrArg Matrix.det key
  rw [det_mul, det_mul, det_conjTranspose, mul_comm] at hd
  exact Complex.conj_eq_iff_im.1 (mul_right_cancel₀ hη hd).symm

/-- Let `H0` and `V` be Hermitian with respect to the same invertible metric, and let `H0`
have a full set of distinct real eigenvalues. Then so does `H0 + e V` for all small real `e`. -/
theorem simpleRealSpectrum_robust {η H0 V : Matrix ι ι ℂ} (hη : η.det ≠ 0)
    (h0 : η * H0 = H0ᴴ * η) (hV : η * V = Vᴴ * η) (hs : SimpleRealSpectrum H0) :
    ∃ ε > 0, ∀ e : ℝ, |e| < ε → SimpleRealSpectrum (H0 + (e : ℂ) • V) := by
  obtain ⟨ω, hω, hE⟩ := hs
  -- a radius `d` smaller than half of every level spacing
  have hgap : ∀ i j, ∀ᶠ d in 𝓝[>] (0 : ℝ), i ≠ j → 2 * d < |ω i - ω j| := by
    intro i j
    by_cases hij : i = j
    · exact Eventually.of_forall fun _ h' => absurd hij h'
    · have hpos : 0 < |ω i - ω j| := abs_pos.2 (sub_ne_zero.2 fun h' => hij (hω h'))
      filter_upwards [Ioo_mem_nhdsGT (half_pos hpos)] with d hd _
      linarith [hd.2]
  obtain ⟨d, hd, hd0⟩ := ((eventually_all.2 fun i => eventually_all.2 (hgap i)).and
    self_mem_nhdsWithin).exists
  replace hd0 : 0 < d := hd0
  let f : ℝ → ℝ → ℝ := fun e x => (secular (H0 + (e : ℂ) • V) x).re
  have hf0 : ∀ x, f 0 x = ∏ j, (x - ω j) := by
    intro x
    have hx : secular H0 x = ((∏ j, (x - ω j) : ℝ) : ℂ) := by
      rw [secular_eq_prod hω hE]
      push_cast
      rfl
    simp only [f, Complex.ofReal_zero, zero_smul, add_zero, hx, Complex.ofReal_re]
  -- the unperturbed determinant changes sign across each level
  have hsign : ∀ i, f 0 (ω i - d) * f 0 (ω i + d) < 0 := by
    intro i
    have hprod : f 0 (ω i - d) * f 0 (ω i + d) = ∏ j, ((ω i - ω j) ^ 2 - d ^ 2) := by
      rw [hf0, hf0, ← Finset.prod_mul_distrib]
      exact Finset.prod_congr rfl fun j _ => by ring
    rw [hprod, ← Finset.mul_prod_erase _ _ (Finset.mem_univ i)]
    refine mul_neg_of_neg_of_pos (by nlinarith) (Finset.prod_pos fun j hj => ?_)
    have hij := hd i j (Finset.ne_of_mem_erase hj).symm
    rw [← sq_abs (ω i - ω j)]
    nlinarith
  have hce : ∀ x, Continuous fun e => f e x := fun x =>
    Complex.continuous_re.comp (Continuous.matrix_det (continuous_const.sub
      (continuous_const.add (Complex.continuous_ofReal.smul continuous_const))))
  have hcx : ∀ e, Continuous (f e) := fun e =>
    Complex.continuous_re.comp (Continuous.matrix_det
      ((Complex.continuous_ofReal.smul continuous_const).sub continuous_const))
  -- the sign changes survive a small perturbation
  have hev : ∀ᶠ e in 𝓝 (0 : ℝ), ∀ i, f e (ω i - d) * f e (ω i + d) < 0 :=
    eventually_all.2 fun i =>
      ((hce (ω i - d)).mul (hce (ω i + d))).continuousAt.eventually_lt
        continuousAt_const (hsign i)
  obtain ⟨ε, hε, hball⟩ := Metric.eventually_nhds_iff.1 hev
  refine ⟨ε, hε, fun e he => ?_⟩
  have hneg := hball (show dist e 0 < ε by simpa [Real.dist_eq] using he)
  have hH : η * (H0 + (e : ℂ) • V) = (H0 + (e : ℂ) • V)ᴴ * η := by
    rw [conjTranspose_add, conjTranspose_smul, Complex.star_def, Complex.conj_ofReal,
      mul_add, add_mul, h0, mul_smul_comm, smul_mul_assoc, hV]
  -- each sign change encloses a real eigenvalue
  have hroot : ∀ i, ∃ x ∈ Set.Icc (ω i - d) (ω i + d), f e x = 0 := by
    intro i
    have hmem : (0 : ℝ) ∈ Set.uIcc (f e (ω i - d)) (f e (ω i + d)) := by
      rw [Set.mem_uIcc]
      rcases mul_neg_iff.1 (hneg i) with h | h
      · exact Or.inr ⟨h.2.le, h.1.le⟩
      · exact Or.inl ⟨h.1.le, h.2.le⟩
    obtain ⟨x, hx, hx0⟩ := intermediate_value_uIcc (hcx e).continuousOn hmem
    rw [Set.uIcc_of_le (by linarith)] at hx
    exact ⟨x, hx, hx0⟩
  choose x hx hx0 using hroot
  refine ⟨x, fun i j hij => ?_, fun i => ?_⟩
  · by_contra hne
    have h1 := hx i
    have h2 := hx j
    rw [← hij] at h2
    have h3 : |ω i - ω j| ≤ 2 * d :=
      abs_le.2 ⟨by linarith [h1.1, h1.2, h2.1, h2.2], by linarith [h1.1, h1.2, h2.1, h2.2]⟩
    linarith [hd i j hne]
  · exact (isEigenvalue_iff _ _).2 (Complex.ext (hx0 i) (secular_real hη hH (x i)))

/-- The response matrix with `A` Hermitian and `B` symmetric is Hermitian with respect to
the metric `diag(1, -1)`. -/
theorem bse_metric {A B : Matrix n n ℂ} (hA : A.IsHermitian) (hB : B.IsSymm) :
    metric n * bse A B = (bse A B)ᴴ * metric n := by
  have hA' : ∀ i j, starRingEnd ℂ (A j i) = A i j := fun i j => hA.apply i j
  have hB' : ∀ i j, B j i = B i j := fun i j => hB.apply i j
  unfold metric bse
  rw [fromBlocks_conjTranspose, fromBlocks_multiply, fromBlocks_multiply]
  ext (i | i) (j | j) <;> simp [hA', hB' i j]

/-- Let `H0 = bse A B` and `V = bse A' B'` with `A`, `A'` Hermitian and `B`, `B'` symmetric. If `H0`
has `2n` distinct real eigenvalues, then for all small real `e` the matrix `H0 + e V` has `2n`
distinct real eigenvalues, and every eigenvalue of it is real. -/
theorem bse_real_spectrum_robust {A B A' B' : Matrix n n ℂ} (hA : A.IsHermitian)
    (hB : B.IsSymm) (hA' : A'.IsHermitian) (hB' : B'.IsSymm)
    (hs : SimpleRealSpectrum (bse A B)) :
    ∃ ε > 0, ∀ e : ℝ, |e| < ε →
      SimpleRealSpectrum (bse A B + (e : ℂ) • bse A' B') ∧
      ∀ z, IsEigenvalue (bse A B + (e : ℂ) • bse A' B') z → z.im = 0 := by
  have hη : (metric n).det ≠ 0 := by
    unfold metric
    rw [det_fromBlocks_zero₂₁, det_neg]
    simp
  obtain ⟨ε, hε, h⟩ := simpleRealSpectrum_robust hη (bse_metric hA hB) (bse_metric hA' hB') hs
  refine ⟨ε, hε, fun e he => ⟨h e he, fun z hz => ?_⟩⟩
  -- the real eigenvalues already exhaust the zeros of the secular determinant
  obtain ⟨ω, hω, hE⟩ := h e he
  rw [isEigenvalue_iff, secular_eq_prod hω hE, Finset.prod_eq_zero_iff] at hz
  obtain ⟨i, _, hi⟩ := hz
  rw [sub_eq_zero.1 hi, Complex.ofReal_im]

/-- The response matrix of one orbital pair with `A = 5` and `B = 3` has a Hermitian `A`, a
symmetric `B` and two distinct real eigenvalues. -/
theorem bse_real_spectrum_robust_witness :
    (!![5] : Matrix (Fin 1) (Fin 1) ℂ).IsHermitian ∧
    (!![3] : Matrix (Fin 1) (Fin 1) ℂ).IsSymm ∧
    SimpleRealSpectrum (bse (!![5] : Matrix (Fin 1) (Fin 1) ℂ) !![3]) := by
  refine ⟨?_, ?_, Sum.elim (fun _ => 4) (fun _ => -4), ?_, ?_⟩
  · ext i j
    fin_cases i; fin_cases j
    simp
  · ext i j
    fin_cases i; fin_cases j
    simp
  · rintro (i | i) (j | j) h
    · rw [Subsingleton.elim i j]
    · norm_num at h
    · norm_num at h
    · rw [Subsingleton.elim i j]
  · have h3 : (starRingEnd ℂ) 3 = 3 := Complex.conj_eq_iff_im.2 (by simp)
    have h5 : (starRingEnd ℂ) 5 = 5 := Complex.conj_eq_iff_im.2 (by simp)
    rintro (i | i)
    · refine ⟨Sum.elim (fun _ => 3) (fun _ => -1), fun h => ?_, ?_⟩
      · simpa using congrFun h (Sum.inl 0)
      · ext (k | k) <;> fin_cases k <;>
          simp [bse, mulVec, dotProduct, Fintype.sum_sum_type, h3, h5] <;> norm_num
    · refine ⟨Sum.elim (fun _ => 1) (fun _ => -3), fun h => ?_, ?_⟩
      · simpa using congrFun h (Sum.inl 0)
      · ext (k | k) <;> fin_cases k <;>
          simp [bse, mulVec, dotProduct, Fintype.sum_sum_type, h3, h5] <;> norm_num

/-- For `A = diag(1, -1)` and `B = 0` all eigenvalues of the response matrix are real, yet adding
`e` times an off-diagonal coupling gives the eigenvalue `1 + i e` for every real `e`. -/
theorem degenerate_not_robust :
    (∀ z, IsEigenvalue (bse !![1, 0; 0, -1] (0 : Matrix (Fin 2) (Fin 2) ℂ)) z → z.im = 0) ∧
    ∀ e : ℝ, IsEigenvalue (bse !![1, 0; 0, -1] (0 : Matrix (Fin 2) (Fin 2) ℂ)
      + (e : ℂ) • bse 0 !![0, 1; 1, 0]) (1 + e * Complex.I) := by
  constructor
  · rintro z ⟨x, hx0, hx⟩
    -- the unperturbed matrix squares to one
    have hsq : bse !![1, 0; 0, -1] (0 : Matrix (Fin 2) (Fin 2) ℂ)
        * bse !![1, 0; 0, -1] 0 = 1 := by
      ext (i | i) (j | j) <;> fin_cases i <;> fin_cases j <;>
        simp [bse, Matrix.mul_apply, Fintype.sum_sum_type, Fin.sum_univ_two]
    have h1 : x = (z * z) • x := by
      calc x = (bse !![1, 0; 0, -1] (0 : Matrix (Fin 2) (Fin 2) ℂ)
            * bse !![1, 0; 0, -1] 0) *ᵥ x := by rw [hsq, one_mulVec]
        _ = (z * z) • x := by rw [← mulVec_mulVec, hx, mulVec_smul, hx, smul_smul]
    have h2 : (z * z - 1) • x = 0 := by rw [sub_smul, one_smul, ← h1, sub_self]
    have h3 : z * z = 1 := sub_eq_zero.1 ((smul_eq_zero.1 h2).resolve_right hx0)
    rcases mul_self_eq_one_iff.1 h3 with h | h <;> simp [h]
  · intro e
    refine ⟨Sum.elim ![1, 0] ![0, Complex.I], fun h => ?_, ?_⟩
    · simpa using congrFun h (Sum.inl 0)
    · ext (k | k) <;> fin_cases k <;>
        simp [bse, mulVec, dotProduct, Fintype.sum_sum_type, Fin.sum_univ_two]
      all_goals first
        | ring1
        | linear_combination (-(e : ℂ)) * Complex.I_sq

end

end RobustRealSpectrum
```

```lean
#print axioms RobustRealSpectrum.bse_real_spectrum_robust
#print axioms RobustRealSpectrum.degenerate_not_robust
```

```
'RobustRealSpectrum.bse_real_spectrum_robust' depends on axioms: [propext, Classical.choice, Quot.sound]
'RobustRealSpectrum.degenerate_not_robust' depends on axioms: [propext, Classical.choice, Quot.sound]
```

## How the definitions and lemmas match the algebra

The finite type `n` labels the particle–hole pairs, and `n ⊕ n` labels excitations followed by de-excitations. `bse A B` is the block matrix, with `map star` as entrywise conjugation, and `metric n` is \(\eta\). `IsEigenvalue` requires a nonzero eigenvector. `SimpleRealSpectrum` requires an injective family of real eigenvalues with one member per basis index, which for `n ⊕ n` means \(2n\) distinct values. In `bse_real_spectrum_robust`, `A` and `B` are the blocks of \(H_0\), while `A'` and `B'` are those of \(V\).

`isEigenvalue_iff` identifies eigenvalues with zeros of `secular`, the determinant \(\det(z-M)\). `secular_eq_prod` is the factorisation: the distinct linear factors are coprime, so their product divides the characteristic polynomial, and equal degrees make the two monic polynomials equal. `secular_real` takes determinants in the metric relation, and `bse_metric` checks that relation block by block.

`simpleRealSpectrum_robust` carries the main argument, for any matrix `η` with nonzero determinant. Its steps `hgap`, `hsign` and `hev` choose \(d\), establish the sign changes and carry them to small \(e\). There `f e x` is the real part of the determinant. `intermediate_value_uIcc` supplies a zero of `f` in each interval, and `secular_real` ensures that the imaginary part vanishes too. `bse_real_spectrum_robust` specialises to the block form and applies the factorisation again, now to \(H_e\), to exclude further eigenvalues.

`bse_real_spectrum_robust_witness` confirms the hypotheses on \(H_0\) for \(A=5\), \(B=3\).

## An unspecified radius, a fixed direction and no degeneracy

The theorem gives no value for \(\varepsilon\), which may depend on both \(H_0\) and \(V\). A given finite change of the matrix is covered only if it lies within that radius. Closely spaced levels force a small \(d\) in the argument.

The perturbation is linear in one real parameter and must keep the block form exactly. Rounding errors that break the relation between the blocks are not covered, nor are frequency-dependent kernels. The blocks are arbitrary matrices with the stated symmetries; their derivation from an electronic-structure method is not part of the theorem.

Distinctness matters, as `degenerate_not_robust` shows for two orbital pairs. With \(A=\mathrm{diag}(1,-1)\) and \(B=0\), \(H_0=\mathrm{diag}(1,-1,-1,1)\) squares to the identity, so its eigenvalues can only be \(\pm1\). Let \(V\) have a zero diagonal block and the coupling block \(\begin{pmatrix}0&1\\1&0\end{pmatrix}\). Then \((1,0,0,i)/\sqrt2\) is an eigenvector of \(H_0+eV\) with eigenvalue \(1+ie\), which is non-real for every real \(e\neq0\). The negative entry of \(A\) means that this example describes an unstable reference state, for which \(\eta H_0\) is not positive definite. If \(\eta H_0\) is positive definite, it stays so under small changes of the same block form, and the eigenvalues then remain real even at a degeneracy.
